# Third-order Cauchy relations for finitely many smooth pair bonds under homogeneous strain

Suppose a pair potential is to be fitted to a crystal whose third-order elastic constants have $C_{123}\neq C_{144}$. If every atom simply follows the applied strain, the fit must fail. Further neighbour shells and extra parameters don't help, as long as the shells are finite in number and the potentials are three times differentiable. Without a relation between the constants, that failure looks like a poor choice of parameters.

The physical question is how the energy of a strained crystal varies at third order in the Lagrangian strain when it is a sum over bonds, each depending only on its own length. The answer is a tensor symmetric in all six indices, so that $C_{112}=C_{166}$ and $C_{123}=C_{144}=C_{456}$. In electronic-structure work, if constants computed with the atoms held to the homogeneous strain break these equalities, no finite sum of such pair potentials reproduces the energy to third order.

```lean
import Mathlib

open Matrix Set Filter Topology

namespace ThirdOrderCauchy

noncomputable section
```

## Bonds under a homogeneous strain

A homogeneous deformation $F$ takes a bond $r$ to $Fr$. With the Lagrangian strain $\eta$ defined by $F^TF=I+2\eta$, the squared length becomes

$$s_r(\eta)=|Fr|^2=r^T(I+2\eta)\,r .$$

A strain is stored as any real $3\times3$ matrix. Symmetry is not required, since $s_r$ sees only the symmetric part.

```lean
/-- A homogeneous strain of a three-dimensional crystal, as a real 3 × 3 matrix. -/
abbrev Strain := Matrix (Fin 3) (Fin 3) ℝ
```

In the code $s_r(\eta)$ is `bondSq r η`, where `⬝ᵥ` is the dot product and `*ᵥ` applies a matrix to a vector.

```lean
/-- The squared length `rᵀ (I + 2η) r` of the bond `r` under the Lagrangian strain `η`. -/
def bondSq (r : Fin 3 → ℝ) (η : Strain) : ℝ := r ⬝ᵥ ((1 + (2 : ℝ) • η) *ᵥ r)
```

The energy is $E(\eta)=\sum_b\varphi_b(s_b(\eta))$, with $s_b=s_{r_b}$. The label $b$ runs over a finite type `ι`, and each bond has its own potential $\varphi_b$. The argument of $\varphi_b$ is the squared length, not the length, so a potential $V(d)$ enters as $\varphi(s)=V(\sqrt s)$. For a crystal, the bonds are those belonging to one cell, each counted once, out to a finite range.

Besides the pair form of the energy, the model assumes that each bond follows $F$. Where sublattices shift against each other under strain, the relaxed constants contain further terms.

```lean
/-- The energy of finitely many bonds, each with its own pair potential, which is a function
of the squared bond length. -/
def pairEnergy {ι : Type*} [Fintype ι] (φ : ι → ℝ → ℝ) (r : ι → Fin 3 → ℝ) (η : Strain) : ℝ :=
  ∑ b, φ b (bondSq (r b) η)
```

## Elastic constants as repeated strain derivatives

The derivative of a strain function $G$ along a direction $A$ is

$$(D_AG)(\eta)=\frac{d}{dt}\,G(\eta+tA)\Big|_{t=0}.$$

```lean
/-- The derivative of a strain function `F` at the strain `η` in the direction `A`. -/
def strainDeriv (A : Strain) (F : Strain → ℝ) (η : Strain) : ℝ :=
  deriv (fun t : ℝ => F (η + t • A)) 0
```

With $e_{ij}$ the matrix that has a single 1 at position $ij$, the directions needed are $U_{ij}=\tfrac12(e_{ij}+e_{ji})$. Indices run over 0, 1, 2 as in Lean, and the Voigt labels 1 to 6 stand for the pairs 00, 11, 22, 12, 02, 01. A step $t$ along $U_{12}$ changes $\eta_{12}$ and $\eta_{21}$ by $t/2$ each, which is a step $t$ in the Voigt strain $2\eta_{12}$.

```lean
/-- The symmetric unit strain belonging to the index pair `i j`. -/
def unitStrain (i j : Fin 3) : Strain :=
  (1 / 2 : ℝ) • (Matrix.single i j 1 + Matrix.single j i 1)
```

A third-order constant is then $D_{U_{ij}}D_{U_{kl}}D_{U_{mn}}E$ at $\eta=0$. It is an energy; the textbook constant follows on division by the undeformed cell volume.

```lean
/-- The third-order elastic constant with the six tensor indices `I`: the third derivative of
the energy at zero strain along three unit strains, not divided by the cell volume. -/
def elasticConstant (E : Strain → ℝ) (I : Fin 6 → Fin 3) : ℝ :=
  strainDeriv (unitStrain (I 0) (I 1)) (strainDeriv (unitStrain (I 2) (I 3))
    (strainDeriv (unitStrain (I 4) (I 5)) E)) 0
```

## The squared length is affine in the strain

Expanding the definition gives

$$s_r(\eta+tA)=s_r(\eta)+2t\,q_r(A),\qquad q_r(A)=r^TAr .$$

There is no term in $t^2$, so all nonlinearity of the energy in the strain comes from $\varphi$. The proof writes out the components and leaves the polynomial identity to `ring`.

```lean
/-- The squared bond length is an affine function of the strain. -/
theorem bondSq_add (r : Fin 3 → ℝ) (η A : Strain) (t : ℝ) :
    bondSq r (η + t • A) = bondSq r η + t * (2 * (r ⬝ᵥ A *ᵥ r)) := by
  simp only [bondSq, Matrix.mulVec, dotProduct, Fin.sum_univ_three, Matrix.add_apply,
    Matrix.smul_apply, smul_eq_mul]
  ring
```

For a unit strain, $q_r(U_{ij})=\tfrac12(r_ir_j+r_jr_i)=r_ir_j$. Lean checks the nine index pairs in turn.

```lean
/-- The quadratic form of the unit strain `i j`, evaluated at a bond `r`, is the product `r i * r j`
of two bond components. -/
theorem unitStrain_quadratic (r : Fin 3 → ℝ) (i j : Fin 3) :
    r ⬝ᵥ unitStrain i j *ᵥ r = r i * r j := by
  fin_cases i <;> fin_cases j <;>
    simp [unitStrain, Matrix.mulVec, dotProduct, Fin.sum_univ_three, Matrix.single_apply,
      -mul_eq_mul_left_iff, -mul_eq_mul_right_iff] <;> ring
```

## One differentiation of a bond sum

Let $w_b$ be fixed weights, and suppose that at every strain with all $s_b>0$

$$G(\eta)=\sum_b w_b\,\varphi_b^{(k)}(s_b(\eta)).$$

The chain rule gives another sum of the same kind:

$$D_AG(\eta)=\sum_b w_b\,2q_b(A)\,\varphi_b^{(k+1)}(s_b(\eta)),$$

where $q_b=q_{r_b}$.

Since $G$ (`F` in the code) is known only where the squared lengths are positive, those lengths must stay positive for small $t$. They do, because each is continuous in $t$ and there are finitely many; this is `hev`. The chain rule for each bond is `hg.comp`, and the terms are added in `hsum`. The last line carries the derivative over to $G$, which agrees with the sum near $t=0$. The conclusion `HasDerivAt` says that the derivative exists and equals the stated sum.

```lean
variable {ι : Type*} [Fintype ι] {φ : ι → ℝ → ℝ} {r : ι → Fin 3 → ℝ}

/-- If `F` is a weighted bond sum of `k`-th derivatives of the potentials wherever all squared bond
lengths are positive, and these derivatives are differentiable there, then the strain derivative of
`F` at any such strain exists and is a weighted bond sum of the next derivatives. -/
theorem hasDerivAt_bondSum {k : ℕ} {w : ι → ℝ} {F : Strain → ℝ}
    (hf : ∀ b, DifferentiableOn ℝ (iteratedDeriv k (φ b)) (Ioi 0))
    (hF : ∀ η, (∀ b, 0 < bondSq (r b) η) →
      F η = ∑ b, w b * iteratedDeriv k (φ b) (bondSq (r b) η))
    (A : Strain) {η : Strain} (hη : ∀ b, 0 < bondSq (r b) η) :
    HasDerivAt (fun t : ℝ => F (η + t • A))
      (∑ b, (w b * (2 * (r b ⬝ᵥ A *ᵥ r b))) *
        iteratedDeriv (k + 1) (φ b) (bondSq (r b) η)) 0 := by
  -- squared lengths stay positive for a small additional strain
  have hev : ∀ᶠ t in 𝓝 (0 : ℝ), ∀ b, 0 < bondSq (r b) (η + t • A) := by
    rw [Filter.eventually_all]
    intro b
    have hc : Continuous fun t : ℝ => bondSq (r b) (η + t • A) := by
      simp only [bondSq_add]
      fun_prop
    exact (hc.tendsto 0).eventually (lt_mem_nhds (by simpa using hη b))
  -- chain rule, bond by bond
  have hsum : HasDerivAt
      (fun t : ℝ => ∑ b, w b * iteratedDeriv k (φ b) (bondSq (r b) (η + t • A)))
      (∑ b, (w b * (2 * (r b ⬝ᵥ A *ᵥ r b))) *
        iteratedDeriv (k + 1) (φ b) (bondSq (r b) η)) 0 := by
    apply HasDerivAt.fun_sum
    intro b _
    have hl : HasDerivAt (fun t : ℝ => bondSq (r b) (η + t • A))
        (2 * (r b ⬝ᵥ A *ᵥ r b)) 0 := by
      simp only [bondSq_add]
      exact (((hasDerivAt_id' (0 : ℝ)).mul_const _).const_add _).congr_deriv (one_mul _)
    have h0 : bondSq (r b) (η + (0 : ℝ) • A) = bondSq (r b) η := by simp
    have hg : HasDerivAt (iteratedDeriv k (φ b))
        (iteratedDeriv (k + 1) (φ b) (bondSq (r b) η)) (bondSq (r b) (η + (0 : ℝ) • A)) := by
      rw [h0, iteratedDeriv_succ]
      exact ((hf b).differentiableAt (Ioi_mem_nhds (hη b))).hasDerivAt
    have hw := (hg.comp (0 : ℝ) hl).const_mul (w b)
    have he : w b * (iteratedDeriv (k + 1) (φ b) (bondSq (r b) η) *
        (2 * (r b ⬝ᵥ A *ᵥ r b))) = (w b * (2 * (r b ⬝ᵥ A *ᵥ r b))) *
        iteratedDeriv (k + 1) (φ b) (bondSq (r b) η) := by ring
    exact hw.congr_deriv he
  exact hsum.congr_of_eventuallyEq (hev.mono fun t ht => hF _ ht)
```

## Three differentiations

Start from $E$, which has $k=0$ and $w_b=1$, and differentiate along $C$, $B$ and $A$ in turn:

$$D_CE=\sum_b2q_b(C)\,\varphi_b'(s_b),$$

$$D_BD_CE=\sum_b4q_b(C)q_b(B)\,\varphi_b''(s_b),$$

$$D_AD_BD_CE=\sum_b8q_b(C)q_b(B)q_b(A)\,\varphi_b'''(s_b).$$

At $\eta=0$, $s_b=r_b\cdot r_b$, which is positive because the bonds are nonzero (`hr`). The hypothesis `hφ` asks that $\varphi_b,\varphi_b',\varphi_b''$ be differentiable on $(0,\infty)$. A repulsion that diverges at contact is therefore admitted, and $\varphi_b'''$ need not be continuous. No equilibrium condition enters, so the bonds may be under initial stress.

The three lines are `h1`, `h2` and `h3`. The first two hold at all strains with positive squared lengths, since each is differentiated again; the third is needed only at zero.

```lean
/-- For nonzero bonds and potentials three times differentiable at positive squared lengths,
the third strain derivative of the pair energy at zero strain is
`8 ∑ φ'''(r·r) (r·Ar) (r·Br) (r·Cr)`. -/
theorem third_strain_derivative (hr : ∀ b, r b ≠ 0)
    (hφ : ∀ b, ∀ k < 3, DifferentiableOn ℝ (iteratedDeriv k (φ b)) (Ioi 0)) (A B C : Strain) :
    strainDeriv A (strainDeriv B (strainDeriv C (pairEnergy φ r))) 0 =
      8 * ∑ b, iteratedDeriv 3 (φ b) (r b ⬝ᵥ r b) *
        ((r b ⬝ᵥ A *ᵥ r b) * (r b ⬝ᵥ B *ᵥ r b) * (r b ⬝ᵥ C *ᵥ r b)) := by
  have hz : ∀ b, bondSq (r b) 0 = r b ⬝ᵥ r b := fun b => by simp [bondSq]
  have hpos : ∀ b, 0 < bondSq (r b) 0 := fun b => by
    rw [hz]
    exact lt_of_le_of_ne (Finset.sum_nonneg fun i _ => mul_self_nonneg (r b i))
      (Ne.symm (mt dotProduct_self_eq_zero.mp (hr b)))
  -- differentiate twice at all strains with positive squared lengths, then once at zero strain
  have h1 := fun (η : Strain) (hη : ∀ b, 0 < bondSq (r b) η) =>
    (hasDerivAt_bondSum (k := 0) (w := fun _ => 1) (F := pairEnergy φ r)
      (fun b => hφ b 0 (by norm_num)) (fun η _ => by simp [pairEnergy]) C hη).deriv
  have h2 := fun (η : Strain) (hη : ∀ b, 0 < bondSq (r b) η) =>
    (hasDerivAt_bondSum (k := 1) (w := fun b => 1 * (2 * (r b ⬝ᵥ C *ᵥ r b)))
      (F := strainDeriv C (pairEnergy φ r)) (fun b => hφ b 1 (by norm_num)) h1 B hη).deriv
  have h3 := (hasDerivAt_bondSum (k := 2)
      (w := fun b => 1 * (2 * (r b ⬝ᵥ C *ᵥ r b)) * (2 * (r b ⬝ᵥ B *ᵥ r b)))
      (F := strainDeriv B (strainDeriv C (pairEnergy φ r)))
      (fun b => hφ b 2 (by norm_num)) h2 A hpos).deriv
  refine Eq.trans h3 ?_
  rw [Finset.mul_sum]
  refine Finset.sum_congr rfl fun b _ => ?_
  simp only [hz, Nat.reduceAdd]
  ring
```

## The constants as sixth moments of the bonds

Putting unit strains into the formula turns each $q_b$ into a product of two bond components:

$$C_{ijklmn}=8\sum_b\varphi_b'''(r_b\cdot r_b)\,r_ir_jr_kr_lr_mr_n ,$$

where the components are those of $r_b$. In Lean the six indices form a function `I : Fin 6 → Fin 3`, and the product is `∏ k, r b (I k)`.

```lean
/-- For nonzero bonds and potentials three times differentiable at positive squared lengths,
the third-order elastic constants are `8 ∑ φ'''(r·r) r_i r_j r_k r_l r_m r_n`. -/
theorem elasticConstant_pairEnergy (hr : ∀ b, r b ≠ 0)
    (hφ : ∀ b, ∀ k < 3, DifferentiableOn ℝ (iteratedDeriv k (φ b)) (Ioi 0))
    (I : Fin 6 → Fin 3) :
    elasticConstant (pairEnergy φ r) I =
      8 * ∑ b, iteratedDeriv 3 (φ b) (r b ⬝ᵥ r b) * ∏ k, r b (I k) := by
  rw [elasticConstant, third_strain_derivative hr hφ]
  simp only [unitStrain_quadratic, Fin.prod_univ_six]
  congr 1
  exact Finset.sum_congr rfl fun b _ => by ring
```

A product doesn't depend on the order of its factors, so any permutation `σ` of the six index positions leaves the constant unchanged. The definition of the constants gives the exchange of indices within a pair, and equality of mixed derivatives gives the exchange of whole pairs. What central pair forces add is the exchange of indices between pairs.

```lean
/-- For nonzero bonds and potentials three times differentiable at positive squared lengths,
the third-order elastic constants are unchanged by any permutation of the six indices. -/
theorem elasticConstant_perm (hr : ∀ b, r b ≠ 0)
    (hφ : ∀ b, ∀ k < 3, DifferentiableOn ℝ (iteratedDeriv k (φ b)) (Ioi 0))
    (I : Fin 6 → Fin 3) (σ : Equiv.Perm (Fin 6)) :
    elasticConstant (pairEnergy φ r) (I ∘ σ) = elasticConstant (pairEnergy φ r) I := by
  rw [elasticConstant_pairEnergy hr hφ, elasticConstant_pairEnergy hr hφ]
  congr 1
  refine Finset.sum_congr rfl fun b _ => ?_
  congr 1
  exact Equiv.prod_comp σ (fun k => r b (I k))
```

The named relations compare monomials. Both $C_{112}$ and $C_{166}$ carry $r_0^4r_1^2$. The other three carry $r_0^2r_1^2r_2^2$; for $C_{456}$ it arises as $(r_1r_2)(r_0r_2)(r_0r_1)$. Cubic symmetry is not used. In the proof, `key` writes the moment formula for six explicit indices, and `ring` matches the monomials.

```lean
/-- Third-order Cauchy relations `C112 = C166` and `C123 = C144 = C456`, for nonzero bonds and
potentials three times differentiable at positive squared lengths. -/
theorem cauchy_relations (hr : ∀ b, r b ≠ 0)
    (hφ : ∀ b, ∀ k < 3, DifferentiableOn ℝ (iteratedDeriv k (φ b)) (Ioi 0)) :
    elasticConstant (pairEnergy φ r) ![0, 0, 0, 0, 1, 1] =
      elasticConstant (pairEnergy φ r) ![0, 0, 0, 1, 0, 1] ∧
    elasticConstant (pairEnergy φ r) ![0, 0, 1, 1, 2, 2] =
      elasticConstant (pairEnergy φ r) ![0, 0, 1, 2, 1, 2] ∧
    elasticConstant (pairEnergy φ r) ![0, 0, 1, 2, 1, 2] =
      elasticConstant (pairEnergy φ r) ![1, 2, 0, 2, 0, 1] := by
  have key : ∀ i j k l m n : Fin 3, elasticConstant (pairEnergy φ r) ![i, j, k, l, m, n] =
      8 * ∑ b, iteratedDeriv 3 (φ b) (r b ⬝ᵥ r b) *
        (r b i * r b j * r b k * r b l * r b m * r b n) := by
    intro i j k l m n
    rw [elasticConstant_pairEnergy hr hφ]
    simp only [Fin.prod_univ_six]
    rfl
  simp only [key]
  refine ⟨?_, ?_, ?_⟩ <;>
    (congr 1; exact Finset.sum_congr rfl fun b _ => by ring)
```

## A kink in the second derivative breaks a relation

Take the bonds $(1,1,1)$ and $(1,1,-1)$, both with squared length 3. With $x=s-3$, let

$$\varphi_1=x^3+|x|^3,\qquad \varphi_2=x^3-|x|^3 .$$

Both are twice continuously differentiable, with $\varphi_{1,2}''=6x\pm6|x|$, but these second derivatives have a kink at $x=0$.

For $C_{144}$, the two inner derivatives at the strain $tU_{00}$ give

$$4\,[(12t+12|t|)+(12t-12|t|)]=96t .$$

The kinks cancel, and $C_{144}=96$. For $C_{456}$, the strain $tU_{12}$ lengthens the first bond and shortens the second when $t>0$. The inner derivatives give $96(t+|t|)$, which has slope 192 on the right and 0 on the left. So $C_{456}$ doesn't exist, and Lean's `deriv` assigns it the value 0. This example, worked out in prose alone, shows that the theorem can't drop the assumption that $\varphi_b''$ is differentiable at the unstrained squared lengths.

## An energy that depends on volume

The relations can also fail for a smooth energy that is not a sum over pairs. Take $\det(I+2\eta)=(\det F)^2$, the squared ratio of deformed to undeformed volume. Its derivatives need only one elementary fact: the derivative of $a+bx+cx^2$ at $x=0$ is $b$.

```lean
/-- The derivative at zero of a quadratic polynomial is its linear coefficient. -/
theorem deriv_quadratic {f : ℝ → ℝ} (a b c : ℝ) (h : ∀ x, f x = a + b * x + c * x ^ 2) :
    deriv f 0 = b := by
  have h' := (((hasDerivAt_id' (0 : ℝ)).const_mul b).const_add a).fun_add
    (((hasDerivAt_id' (0 : ℝ)).fun_pow 2).const_mul c)
  rw [funext h]
  exact (h'.congr_deriv (by simp)).deriv
```

Under three axial strains $s,t,u$ the determinant is $(1+2s)(1+2t)(1+2u)$, whose mixed third derivative at zero is $C_{123}=8$.

Under one axial strain $s$ and two steps $t,u$ along the same shear $U_{12}$, it is $(1+2s)(1-(t+u)^2)$. Differentiating in $u$ at zero gives $-2(1+2s)t$, then in $t$ gives $-2(1+2s)$, and in $s$ gives $C_{144}=-4$.

The Lean proof takes the derivatives in this order. In each half, `h1` is the innermost derivative, `h2` the middle one, and the last line the outermost.

```lean
/-- The energy `det (I + 2η)` has `C123 = 8` but `C144 = -4`. -/
theorem volume_energy_violates :
    elasticConstant (fun η => (1 + (2 : ℝ) • η).det) ![0, 0, 1, 1, 2, 2] = 8 ∧
    elasticConstant (fun η => (1 + (2 : ℝ) • η).det) ![0, 0, 1, 2, 1, 2] = -4 := by
  constructor
  · -- three axial strains
    have h1 : ∀ s t : ℝ, deriv (fun u : ℝ => (1 + (2 : ℝ) • (0 + s • unitStrain 0 0 +
        t • unitStrain 1 1 + u • unitStrain 2 2)).det) 0 = 2 * (1 + 2 * s) * (1 + 2 * t) := by
      intro s t
      refine deriv_quadratic ((1 + 2 * s) * (1 + 2 * t)) _ 0 fun u => ?_
      simp [unitStrain, Matrix.det_fin_three]
      ring
    have h2 : ∀ s : ℝ, deriv (fun t : ℝ => 2 * (1 + 2 * s) * (1 + 2 * t)) 0 =
        4 * (1 + 2 * s) :=
      fun s => deriv_quadratic (2 * (1 + 2 * s)) _ 0 fun t => by ring
    change deriv (fun s : ℝ => deriv (fun t : ℝ => deriv (fun u : ℝ =>
      (1 + (2 : ℝ) • (0 + s • unitStrain 0 0 + t • unitStrain 1 1 +
        u • unitStrain 2 2)).det) 0) 0) 0 = 8
    simp only [h1, h2]
    exact deriv_quadratic 4 8 0 fun s => by ring
  · -- one axial strain and two steps along the same shear
    have h1 : ∀ s t : ℝ, deriv (fun u : ℝ => (1 + (2 : ℝ) • (0 + s • unitStrain 0 0 +
        t • unitStrain 1 2 + u • unitStrain 1 2)).det) 0 = -2 * (1 + 2 * s) * t := by
      intro s t
      refine deriv_quadratic ((1 + 2 * s) * (1 - t ^ 2)) _ (-(1 + 2 * s)) fun u => ?_
      simp [unitStrain, Matrix.det_fin_three]
      ring
    have h2 : ∀ s : ℝ, deriv (fun t : ℝ => -2 * (1 + 2 * s) * t) 0 = -2 * (1 + 2 * s) :=
      fun s => deriv_quadratic 0 _ 0 fun t => by ring
    change deriv (fun s : ℝ => deriv (fun t : ℝ => deriv (fun u : ℝ =>
      (1 + (2 : ℝ) • (0 + s • unitStrain 0 0 + t • unitStrain 1 2 +
        u • unitStrain 1 2)).det) 0) 0) 0 = -4
    simp only [h1, h2]
    exact deriv_quadratic (-2) (-4) 0 fun s => by ring

end

end ThirdOrderCauchy
```

```lean
#print axioms ThirdOrderCauchy.elasticConstant_perm
#print axioms ThirdOrderCauchy.cauchy_relations
#print axioms ThirdOrderCauchy.volume_energy_violates
```

```
'ThirdOrderCauchy.elasticConstant_perm' depends on axioms: [propext, Classical.choice, Quot.sound]
'ThirdOrderCauchy.cauchy_relations' depends on axioms: [propext, Classical.choice, Quot.sound]
'ThirdOrderCauchy.volume_energy_violates' depends on axioms: [propext, Classical.choice, Quot.sound]
```
